# For conserved charge, the Ward identity fixes the constant contact term in soft-photon emission

## Does gauge invariance leave any freedom in the contact term?

If I let a soft photon come only from the external charged legs of a scattering process, the emission amplitude is in general not gauge invariant. The leading pole is harmless when charge is conserved, but the next order leaves a remainder when I contract with the photon momentum $k$. A contact term has to cancel it.

Let leg $i$ have nonzero four-momentum $p_i$ and charge $Q_i$, both counted as outgoing, so that an incoming particle enters with both signs reversed. Charge conservation then reads $\sum_i Q_i=0$. Let $T$ be the amplitude without the photon and $D_i$ the vector of its first derivatives with respect to $p_i$. With a contact term $R$ that doesn't depend on $k$, I write

$$M(k)=R+\sum_i \frac{Q_i\,(T+k\cdot D_i)}{p_i\cdot k}\,p_i .$$

The claim is that $k\cdot M(k)=0$, required wherever no denominator vanishes, leaves exactly one choice: $R=-\sum_i Q_iD_i$. That this $R$ works is a one-line check. I would like to see the uniqueness made rigorous too, and the whole argument checked by machine.

## The contact term must be $-\sum_i Q_iD_i$

### From cancelled poles to a unique vector

Contract $M(k)$ with $k$. Each factor $k\cdot p_i$ cancels its denominator:

$$k\cdot M(k)=k\cdot R+\sum_i Q_i(T+k\cdot D_i)=k\cdot W+C,$$

where $W=R+\sum_i Q_iD_i$ and $C=T\sum_i Q_i$. If $W=0$ and $C=0$, the Ward identity holds.

For the converse we need momenta at which the identity may be used. Any finite family of nonzero vectors $p_i$ has a common $k$ with every $p_i\cdot k\neq0$, by induction on the size of the family. For the empty family, $k=0$ will do. Suppose $k$ works for a family and a nonzero $p_a$ is added. The Minkowski product is nondegenerate, so some $u$ has $p_a\cdot u\neq0$. Along the line $k+tu$,

$$p_i\cdot(k+tu)=p_i\cdot k+t\,p_i\cdot u .$$

If $p_i\cdot u\neq0$, this vanishes only at $t=-p_i\cdot k/p_i\cdot u$. If $p_i\cdot u=0$, then $i\neq a$, and the product keeps its nonzero value $p_i\cdot k$. Only finitely many $t$ are excluded, so a good one remains.

Take such a $k$. Then $2k$ is also allowed, and the identity gives

$$k\cdot W+C=0,\qquad 2\,k\cdot W+C=0 .$$

Twice the first equation minus the second gives $C=0$. If $W$ were nonzero, we could add it to the family $p_i$ and find an allowed $k$ with $W\cdot k\neq0$, which contradicts $k\cdot W=0$. Hence $W=0$, that is, $R=-\sum_i Q_iD_i$.

### Real photons are enough for massive charges

Let every $p_i$ be timelike, and test only lightlike $k$ with $k^0>0$. No denominator can vanish: $p\cdot k=0$ would mean $\mathbf p\cdot\mathbf k=p^0k^0$, and Cauchy–Schwarz with $|\mathbf k|=k^0$ would give

$$(p^0k^0)^2\le|\mathbf p|^2(k^0)^2,$$

so $(p\cdot p)(k^0)^2\le0$, which is false. With charge conserved, the condition is again $k\cdot W=0$. The directions $(1,1,0,0)$ and $(1,-1,0,0)$ give $W^0-W^1=0$ and $W^0+W^1=0$, so both components vanish. Then $(1,0,1,0)$ and $(1,0,0,1)$ give $W^2=W^3=0$.

### The amplitude with its contact term inserted

Writing $-Q_iD_i=-Q_i(p_i\cdot k)D_i/(p_i\cdot k)$ and collecting terms gives

$$M(k)=\sum_i\frac{Q_iT}{p_i\cdot k}\,p_i+\sum_i\frac{Q_i}{p_i\cdot k}\bigl[(k\cdot D_i)\,p_i-(p_i\cdot k)\,D_i\bigr].$$

The bracket changes sign when $p_i$ and $D_i$ are exchanged, and it vanishes on contraction with $k$, leg by leg.

Here is the complete Lean file.

```lean
import Mathlib

open Finset

namespace LowSoftPhoton

noncomputable section

/-- The Minkowski product of two four-vectors, with signature (+,−,−,−). -/
def mdot (a b : Fin 4 → ℝ) : ℝ :=
  a 0 * b 0 - a 1 * b 1 - a 2 * b 2 - a 3 * b 3

variable {ι : Type*} [Fintype ι]

/-- The soft-photon amplitude: emission from the external legs with charges `Q i` and momenta
`p i`, plus a contact term `R` that does not depend on the photon momentum `k`. -/
def amplitude (Q : ι → ℝ) (p D : ι → Fin 4 → ℝ) (T : ℝ) (R k : Fin 4 → ℝ) : Fin 4 → ℝ :=
  R + ∑ i, (Q i * (T + mdot k (D i)) / mdot (p i) k) • p i

/-- The Ward identity: the amplitude contracted with `k` vanishes at every photon momentum `k` for
which every `mdot (p i) k` is nonzero. -/
def WardIdentity (Q : ι → ℝ) (p D : ι → Fin 4 → ℝ) (T : ℝ) (R : Fin 4 → ℝ) : Prop :=
  ∀ k, (∀ i, mdot (p i) k ≠ 0) → mdot k (amplitude Q p D T R k) = 0

/-- The Minkowski product distributes over a vector plus a linear combination of vectors. -/
theorem mdot_add_sum (k R : Fin 4 → ℝ) (c : ι → ℝ) (v : ι → Fin 4 → ℝ) :
    mdot k (R + ∑ i, c i • v i) = mdot k R + ∑ i, c i * mdot k (v i) := by
  classical
  have h : ∀ s : Finset ι,
      mdot k (R + ∑ i ∈ s, c i • v i) = mdot k R + ∑ i ∈ s, c i * mdot k (v i) := by
    intro s
    induction s using Finset.induction_on with
    | empty => simp
    | insert a s ha ih =>
      rw [Finset.sum_insert ha, Finset.sum_insert ha, add_left_comm (mdot k R), ← ih]
      simp only [mdot, Pi.add_apply, Pi.smul_apply, smul_eq_mul]
      ring
  exact h Finset.univ

/-- For finitely many nonzero four-vectors there is a momentum `k` whose Minkowski product with
each of them is nonzero. -/
theorem exists_generic_momentum {κ : Type*} (s : Finset κ) (p : κ → Fin 4 → ℝ)
    (hp : ∀ i ∈ s, p i ≠ 0) : ∃ k, ∀ i ∈ s, mdot (p i) k ≠ 0 := by
  classical
  induction s using Finset.induction_on with
  | empty => exact ⟨0, by simp⟩
  | insert a s ha ih =>
    obtain ⟨k, hk⟩ := ih (fun i hi => hp i (Finset.mem_insert_of_mem hi))
    -- the Minkowski product is nondegenerate
    have hu : ∃ u, mdot (p a) u ≠ 0 := by
      by_contra hcon
      have h : ∀ u, mdot (p a) u = 0 := fun u => by
        by_contra hne
        exact hcon ⟨u, hne⟩
      have h0 : p a 0 = 0 := by simpa [mdot] using h ![1, 0, 0, 0]
      have h1 : p a 1 = 0 := by simpa [mdot] using h ![0, 1, 0, 0]
      have h2 : p a 2 = 0 := by simpa [mdot] using h ![0, 0, 1, 0]
      have h3 : p a 3 = 0 := by simpa [mdot] using h ![0, 0, 0, 1]
      apply hp a (Finset.mem_insert_self a s)
      funext j
      fin_cases j
      exacts [h0, h1, h2, h3]
    obtain ⟨u, hu⟩ := hu
    -- shift k along u, avoiding the finitely many bad parameters
    obtain ⟨t, ht⟩ := Infinite.exists_notMem_finset
      ((insert a s).image fun i => -mdot (p i) k / mdot (p i) u)
    refine ⟨k + t • u, fun i hi h0 => ?_⟩
    have hlin : mdot (p i) (k + t • u) = mdot (p i) k + t * mdot (p i) u := by
      simp only [mdot, Pi.add_apply, Pi.smul_apply, smul_eq_mul]
      ring
    rw [hlin] at h0
    by_cases hiu : mdot (p i) u = 0
    · rcases Finset.mem_insert.mp hi with hia | his
      · rw [hia] at hiu
        exact hu hiu
      · exact hk i his (by simpa [hiu] using h0)
    · refine ht (Finset.mem_image.mpr ⟨i, hi, ?_⟩)
      show -mdot (p i) k / mdot (p i) u = t
      rw [div_eq_iff hiu]
      linarith

/-- Contraction with the photon momentum cancels every pole and leaves a linear function of `k`
plus `T` times the total charge. -/
theorem contraction (Q : ι → ℝ) (p D : ι → Fin 4 → ℝ) (T : ℝ) (R k : Fin 4 → ℝ)
    (hk : ∀ i, mdot (p i) k ≠ 0) :
    mdot k (amplitude Q p D T R k) = mdot k (R + ∑ i, Q i • D i) + T * ∑ i, Q i := by
  rw [amplitude, mdot_add_sum, mdot_add_sum, add_assoc, Finset.mul_sum,
    ← Finset.sum_add_distrib]
  congr 1
  refine Finset.sum_congr rfl fun i _ => ?_
  have hc : mdot k (p i) = mdot (p i) k := by
    simp only [mdot]
    ring
  rw [hc, div_mul_cancel₀ _ (hk i)]
  ring

/-- If every momentum `p i` is nonzero, the Ward identity holds exactly when the contact term is `-∑
Q i • D i` and the product of `T` with the total charge vanishes. -/
theorem wardIdentity_iff (Q : ι → ℝ) (p D : ι → Fin 4 → ℝ) (T : ℝ) (R : Fin 4 → ℝ)
    (hp : ∀ i, p i ≠ 0) :
    WardIdentity Q p D T R ↔ R = -∑ i, Q i • D i ∧ T * ∑ i, Q i = 0 := by
  constructor
  · intro h
    have key : ∀ k, (∀ i, mdot (p i) k ≠ 0) →
        mdot k (R + ∑ i, Q i • D i) + T * ∑ i, Q i = 0 := fun k hk => by
      rw [← contraction Q p D T R k hk]
      exact h k hk
    generalize hW : R + ∑ i, Q i • D i = W at key
    -- comparing k with 2k isolates the constant term
    have hT : T * ∑ i, Q i = 0 := by
      obtain ⟨k, hk⟩ := exists_generic_momentum Finset.univ p (fun i _ => hp i)
      have h1 := key k (fun i => hk i (Finset.mem_univ i))
      have h2 := key ((2 : ℝ) • k) (fun i => by
        have e : mdot (p i) ((2 : ℝ) • k) = 2 * mdot (p i) k := by
          simp only [mdot, Pi.smul_apply, smul_eq_mul]
          ring
        rw [e]
        exact mul_ne_zero two_ne_zero (hk i (Finset.mem_univ i)))
      have e : mdot ((2 : ℝ) • k) W = 2 * mdot k W := by
        simp only [mdot, Pi.smul_apply, smul_eq_mul]
        ring
      rw [e] at h2
      linarith
    refine ⟨?_, hT⟩
    -- a nonzero W would be detected by some admissible k
    have hW0 : W = 0 := by
      by_contra hne
      obtain ⟨k, hk⟩ := exists_generic_momentum (Finset.univ : Finset (Option ι))
        (fun o => o.elim W p) (fun o _ => by
          cases o with
          | none => exact hne
          | some i => exact hp i)
      have h1 := key k (fun i => hk (some i) (Finset.mem_univ _))
      have h2 : mdot W k ≠ 0 := hk none (Finset.mem_univ _)
      apply h2
      rw [hT] at h1
      simp only [mdot] at h1 ⊢
      linarith
    exact eq_neg_of_add_eq_zero_left (hW.trans hW0)
  · rintro ⟨hR, hT⟩ k hk
    rw [contraction Q p D T R k hk, hT, hR, neg_add_cancel]
    simp [mdot]

/-- For nonzero momenta `p i` and conserved charge, the Ward identity holds if and only if the
contact term is `-∑ Q i • D i`. -/
theorem contact_term_unique (Q : ι → ℝ) (p D : ι → Fin 4 → ℝ) (T : ℝ) (R : Fin 4 → ℝ)
    (hp : ∀ i, p i ≠ 0) (hQ : ∑ i, Q i = 0) :
    WardIdentity Q p D T R ↔ R = -∑ i, Q i • D i := by
  rw [wardIdentity_iff Q p D T R hp, hQ]
  simp

/-- A timelike momentum has nonzero Minkowski product with every lightlike momentum of positive
energy. -/
theorem massive_denominator_ne_zero (p k : Fin 4 → ℝ) (hp : 0 < mdot p p)
    (hk0 : 0 < k 0) (hk : mdot k k = 0) : mdot p k ≠ 0 := by
  intro h
  simp only [mdot] at hp hk h
  -- Cauchy-Schwarz for the spatial parts
  have cs : (p 1 * k 1 + p 2 * k 2 + p 3 * k 3) ^ 2 ≤
      (p 1 ^ 2 + p 2 ^ 2 + p 3 ^ 2) * (k 1 ^ 2 + k 2 ^ 2 + k 3 ^ 2) := by
    nlinarith [sq_nonneg (p 1 * k 2 - p 2 * k 1), sq_nonneg (p 1 * k 3 - p 3 * k 1),
      sq_nonneg (p 2 * k 3 - p 3 * k 2)]
  have e : p 1 * k 1 + p 2 * k 2 + p 3 * k 3 = p 0 * k 0 := by linarith
  have n : k 1 ^ 2 + k 2 ^ 2 + k 3 ^ 2 = k 0 ^ 2 := by linarith
  rw [e, n] at cs
  have hpos := mul_pos hp (pow_pos hk0 2)
  nlinarith

/-- For massive particles and conserved charge, transversality for lightlike photons of positive
energy alone already fixes the contact term to `-∑ Q i • D i`. -/
theorem contact_term_unique_real_photons (Q : ι → ℝ) (p D : ι → Fin 4 → ℝ) (T : ℝ)
    (R : Fin 4 → ℝ) (hp : ∀ i, 0 < mdot (p i) (p i)) (hQ : ∑ i, Q i = 0) :
    (∀ k, 0 < k 0 → mdot k k = 0 → mdot k (amplitude Q p D T R k) = 0) ↔
      R = -∑ i, Q i • D i := by
  have con : ∀ k, 0 < k 0 → mdot k k = 0 →
      mdot k (amplitude Q p D T R k) = mdot k (R + ∑ i, Q i • D i) := fun k h0 hk => by
    rw [contraction Q p D T R k
      (fun i => massive_denominator_ne_zero (p i) k (hp i) h0 hk), hQ, mul_zero, add_zero]
  constructor
  · intro h
    have key : ∀ k, 0 < k 0 → mdot k k = 0 → mdot k (R + ∑ i, Q i • D i) = 0 :=
      fun k h0 hk => (con k h0 hk).symm.trans (h k h0 hk)
    generalize hW : R + ∑ i, Q i • D i = W at key
    -- four lightlike directions span Minkowski space
    have a := key ![1, 1, 0, 0] (by simp) (by simp [mdot])
    have b := key ![1, -1, 0, 0] (by simp) (by simp [mdot])
    have c := key ![1, 0, 1, 0] (by simp) (by simp [mdot])
    have d := key ![1, 0, 0, 1] (by simp) (by simp [mdot])
    simp [mdot] at a b c d
    have hW0 : W = 0 := by
      funext j
      fin_cases j
      · show W 0 = 0
        linarith
      · show W 1 = 0
        linarith
      · show W 2 = 0
        linarith
      · show W 3 = 0
        linarith
    exact eq_neg_of_add_eq_zero_left (hW.trans hW0)
  · intro hR k h0 hk
    rw [con k h0 hk, hR, neg_add_cancel]
    simp [mdot]

/-- If every `mdot (p i) k` is nonzero, the amplitude with the contact term `-∑ Q i • D i` is the
sum of the leading pole terms plus the sum over legs of `Q i / mdot (p i) k` times the bracket `mdot
k (D i) • p i - mdot (p i) k • D i`. -/
theorem amplitude_explicit (Q : ι → ℝ) (p D : ι → Fin 4 → ℝ) (T : ℝ) (k : Fin 4 → ℝ)
    (hk : ∀ i, mdot (p i) k ≠ 0) :
    amplitude Q p D T (-∑ i, Q i • D i) k =
      ∑ i, (Q i * T / mdot (p i) k) • p i +
        ∑ i, (Q i / mdot (p i) k) • (mdot k (D i) • p i - mdot (p i) k • D i) := by
  rw [amplitude, ← Finset.sum_neg_distrib, ← Finset.sum_add_distrib,
    ← Finset.sum_add_distrib]
  refine Finset.sum_congr rfl fun i _ => ?_
  have hi := hk i
  funext j
  simp only [Pi.add_apply, Pi.neg_apply, Pi.sub_apply, Pi.smul_apply, smul_eq_mul]
  field_simp
  ring

end

end LowSoftPhoton
```

```lean
#print axioms LowSoftPhoton.contact_term_unique
#print axioms LowSoftPhoton.contact_term_unique_real_photons
#print axioms LowSoftPhoton.amplitude_explicit
```

```
'LowSoftPhoton.contact_term_unique' depends on axioms: [propext, Classical.choice, Quot.sound]
'LowSoftPhoton.contact_term_unique_real_photons' depends on axioms: [propext, Classical.choice, Quot.sound]
'LowSoftPhoton.amplitude_explicit' depends on axioms: [propext, Classical.choice, Quot.sound]
```

### What the Lean statements say about the physics

Four-vectors are functions `Fin 4 → ℝ`, and `mdot` is the Minkowski product with signature $(+,-,-,-)$. The legs are labelled by a finite type `ι`. The function `amplitude` is $M(k)$, and `WardIdentity` says that $k\cdot M(k)=0$ for every $k$ with all `mdot (p i) k ≠ 0`. Since `R` is an argument of `WardIdentity` and `k` is quantified inside it, the contact term is fixed before the photon momentum is chosen.

The main theorem, `wardIdentity_iff`, assumes only that all momenta are nonzero. It says that the Ward identity is equivalent to two conditions together: $R=-\sum_iQ_iD_i$ and $T\sum_iQ_i=0$. When $T\neq0$, charge conservation is therefore a consequence. The theorem `contact_term_unique` assumes it through `hQ` and gives the claim as you put it. The real-photon version is `contact_term_unique_real_photons`, and `amplitude_explicit` is the rearranged amplitude.

The signs suit a convention with all momenta and charges counted as outgoing. The components of `D i` are contravariant, so $D_i^\mu=\partial T/\partial p_{i\mu}$ in the physical reading. In the file, however, `T` and `D` are independent real data, held fixed as $k$ varies. Complex amplitudes, spin and the momentum balance between the legs and the photon are not modelled.

This is the algebraic core of Low's theorem. The full theorem also has to establish the expansion itself, with a remainder that vanishes as $k\to0$; here the form of $M(k)$ is postulated. It rests on the physical condition that only emission from external legs produces poles in $k$. For radiation in the scattering of spinless charges, the result means that, to the order kept in this expansion, the emission amplitude is determined by the non-radiative amplitude and its first derivatives.

### How the proof follows the calculation

`mdot_add_sum` distributes the product over a finite sum, and `contraction` uses it to cancel the poles. The cancellation is the step `div_mul_cancel₀`, which needs the nonzero denominator `hk i`.

`exists_generic_momentum` is the induction along the line $k+tu$. Testing `p a` against the four basis vectors proves nondegeneracy. `Infinite.exists_notMem_finset` then picks a real $t$ outside the finite set of excluded values, and the case split on `mdot (p i) u = 0` matches the two cases above.

In `wardIdentity_iff`, `generalize` gives $R+\sum_iQ_iD_i$ the name `W`. The block `hT` compares $k$ with $2k$. The block `hW0` applies the generic-momentum lemma to `Option ι`, which is the set of legs with one extra member, here assigned the vector `W`. `contact_term_unique` follows by substituting zero total charge.

In `massive_denominator_ne_zero`, `nlinarith` obtains Cauchy–Schwarz from the squares of the three components of $\mathbf p\times\mathbf k$. The real-photon theorem evaluates the condition at the four lightlike vectors and solves for the components of `W` with `linarith`. `amplitude_explicit` is checked leg by leg and component by component, with `field_simp` clearing the denominators.

### A zero momentum, and charge conservation from real photons

The condition $p_i\neq0$ matters. A purely formal example shows this, since no physical particle has zero four-momentum: take a single leg with $p=0$ and $Q=0$. Charge is conserved, but $p\cdot k=0$ for every $k$, so no momentum is admissible and the Ward identity holds vacuously for every $R$. Uniqueness is lost.

The doubling argument also strengthens the real-photon result. If $k$ is lightlike with positive energy, so is $2k$. For timelike $p_i$, transversality for real photons therefore forces $T\sum_iQ_i=0$ as well, without charge conservation as an assumption. This last variant is an argument by hand and is not among the theorems in the file.
